# Independent linear channels in parallel do not exceed the best channel's thermoelectric figure of merit

Two thermoelectric materials are joined side by side between a hot and a cold contact. One has a large Seebeck coefficient, the other conducts well. Does the pair reach a higher figure of merit than either material alone? The same question arises inside a single crystal when several bands carry current together, each counted with its own share of the heat conducted by the lattice. For channels that obey linear transport laws and interact only through their common contacts, the answer is no.

## Circulating currents and the balance of figures of merit

All channels have the same length, taken as the unit of length. Channel \(i\) has electrical conductance \(\sigma_i>0\), Seebeck coefficient \(S_i\in\mathbb R\) and thermal conductance \(\kappa_i>0\), the last measured at zero current in that channel. At temperature \(T>0\), a common field \(e\) and temperature gradient \(g\) drive the electric and heat currents

\[
j_i=\sigma_i(e-S_i g),\qquad q_i=TS_i j_i-\kappa_i g .
\]

Write \(\Sigma=\sum_i\sigma_i\) and \(\bar S=\sum_i\sigma_iS_i/\Sigma\). The weighted deviations cancel:

\[
\sum_i\sigma_i(S_i-\bar S)=\Sigma\bar S-\Sigma\bar S=0 .
\]

The total current is \(\sum_i j_i=\Sigma(e-\bar S g)\), which vanishes exactly when \(e=\bar S g\). So \(\bar S\) is the Seebeck coefficient of the composite. The individual currents \(j_i=-\sigma_i(S_i-\bar S)g\) need not vanish; they circulate through the contacts and carry heat. Writing \(S_i=\bar S+(S_i-\bar S)\) and using the cancellation,

\[
\sum_i q_i=-g\Big[\sum_i\kappa_i+T\sum_i\sigma_iS_i(S_i-\bar S)\Big]=-Kg,
\]
\[
K=\sum_i\kappa_i+D,\qquad D=T\sum_i\sigma_i(S_i-\bar S)^2\ge 0 .
\]

Expanding the square \(S_i^2=(\bar S+(S_i-\bar S))^2\) in the same way gives

\[
T\sum_i\sigma_iS_i^2=T\Sigma\bar S^2+D .
\]

Let \(z_i=T\sigma_iS_i^2/\kappa_i\) and \(Z=T\Sigma\bar S^2/K\) be the figures of merit of the channels and of the composite. For any real \(z\),

\[
\sum_i\kappa_i(z-z_i)=z(K-D)-T\sum_i\sigma_iS_i^2=z(K-D)-KZ-D,
\]

and therefore

\[
K(z-Z)=(1+z)D+\sum_i\kappa_i(z-z_i).
\]

Choose \(z=\max_i z_i\ge0\). Both terms on the right are nonnegative and \(K>0\), so \(Z\le\max_i z_i\). Equality forces \(D=0\) and every \(z_i=z\). Since \(\sigma_i>0\), \(D=0\) means that every \(S_i\) equals \(\bar S\). Conversely, equal Seebeck coefficients and equal figures of merit make the right side zero.

## One channel, two channels

With one channel, \(D=0\) and \(Z=z_1\). With two,

\[
D=T\,\frac{\sigma_1\sigma_2}{\sigma_1+\sigma_2}(S_1-S_2)^2 ,
\]

the bipolar contribution familiar from electrons and holes conducting together. If \(\sigma_1S_1=-\sigma_2S_2\), the composite has \(Z=0\), however good the two channels are.

## Transport laws and composite coefficients in Lean

The channels are labelled by a finite type `ι`, and all quantities are real numbers.

```lean
import Mathlib

open Finset

namespace ParallelThermoelectric

noncomputable section

variable {ι : Type*} [Fintype ι]
```

The two transport laws are definitions. They postulate linear response at one temperature `T`, with the same Seebeck coefficient in the electric and the Peltier term, as Onsager symmetry requires in the absence of a magnetic field.

```lean
/-- Electric current of a channel with conductance `s` and Seebeck coefficient `S`
in a field `e` and a temperature gradient `g`. -/
def current (s S e g : ℝ) : ℝ := s * (e - S * g)

/-- Heat current of a channel: the Peltier part carried by the electric current, and
conduction with thermal conductance `k`. -/
def heat (T s S k e g : ℝ) : ℝ := T * S * current s S e g - k * g

/-- Thermoelectric figure of merit `T s S² / k`. -/
def merit (T s S k : ℝ) : ℝ := T * s * S ^ 2 / k
```

The next definitions are \(\bar S\), \(D\), \(K\) and \(Z\), in that order.

```lean
/-- Seebeck coefficient of the composite: the conductance-weighted mean. -/
def seebeck (σ S : ι → ℝ) : ℝ := (∑ i, σ i * S i) / ∑ i, σ i

/-- Thermal conductance due to currents circulating between the channels. -/
def circulation (T : ℝ) (σ S : ι → ℝ) : ℝ :=
  T * ∑ i, σ i * (S i - seebeck σ S) ^ 2

/-- Thermal conductance of the composite. -/
def thermal (T : ℝ) (σ S κ : ι → ℝ) : ℝ := ∑ i, κ i + circulation T σ S

/-- Figure of merit of the composite. -/
def compositeMerit (T : ℝ) (σ S κ : ι → ℝ) : ℝ :=
  merit T (∑ i, σ i) (seebeck σ S) (thermal T σ S κ)
```

The maximum over channels is a finite supremum, which needs at least one channel; hence `Nonempty ι`.

```lean
/-- The largest figure of merit among the channels. -/
def bestMerit [Nonempty ι] (T : ℝ) (σ S κ : ι → ℝ) : ℝ :=
  univ.sup' univ_nonempty (fun i => merit T (σ i) (S i) (κ i))
```

## Zero total current fixes the coefficients

The first two lemmas clear the denominator of \(\bar S\) and obtain the cancellation of the deviations. They need only a nonzero total conductance.

```lean
/-- Total conductance times composite Seebeck coefficient is the sum of the channel products. -/
theorem total_mul_seebeck {σ : ι → ℝ} (S : ι → ℝ) (h : ∑ i, σ i ≠ 0) :
    (∑ i, σ i) * seebeck σ S = ∑ i, σ i * S i := by
  unfold seebeck
  field_simp

/-- The conductance-weighted deviations from the composite Seebeck coefficient sum to zero. -/
theorem sum_deviation {σ : ι → ℝ} (S : ι → ℝ) (h : ∑ i, σ i ≠ 0) :
    ∑ i, σ i * (S i - seebeck σ S) = 0 := by
  have ht := total_mul_seebeck S h
  simp only [mul_sub, sum_sub_distrib, ← sum_mul]
  linarith
```

The formulas for the composite follow from the transport laws. `open_circuit_iff` factors the total current as \(\Sigma(e-\bar Sg)\).

```lean
/-- The total electric current vanishes exactly when the field is the composite Seebeck
coefficient times the temperature gradient. -/
theorem open_circuit_iff {σ : ι → ℝ} (S : ι → ℝ) (h : ∑ i, σ i ≠ 0) (e g : ℝ) :
    ∑ i, current (σ i) (S i) e g = 0 ↔ e = seebeck σ S * g := by
  have ht := total_mul_seebeck S h
  have h1 : ∑ i, current (σ i) (S i) e g
      = (∑ i, σ i) * e - (∑ i, σ i * S i) * g := by
    rw [sum_mul, sum_mul, ← sum_sub_distrib]
    exact sum_congr rfl fun i _ => by unfold current; ring
  have h2 : ∑ i, current (σ i) (S i) e g
      = (∑ i, σ i) * (e - seebeck σ S * g) := by
    linear_combination h1 + g * ht
  rw [h2, mul_eq_zero, or_iff_right h, sub_eq_zero]
```

`open_circuit_heat` substitutes \(e=\bar Sg\) and splits each heat current into a conduction part, a quadratic part and a part linear in the deviation. The linear part sums to zero.

```lean
/-- At zero total electric current the total heat current is minus the composite thermal
conductance times the temperature gradient. -/
theorem open_circuit_heat {σ : ι → ℝ} (S κ : ι → ℝ) (h : ∑ i, σ i ≠ 0) (T e g : ℝ)
    (h0 : ∑ i, current (σ i) (S i) e g = 0) :
    ∑ i, heat T (σ i) (S i) (κ i) e g = -thermal T σ S κ * g := by
  have he := (open_circuit_iff S h e g).1 h0
  have h1 : ∑ i, heat T (σ i) (S i) (κ i) e g
      = ∑ i, ((-g) * κ i + (-(g * T)) * (σ i * (S i - seebeck σ S) ^ 2)
        + (-(T * seebeck σ S * g)) * (σ i * (S i - seebeck σ S))) :=
    sum_congr rfl fun i _ => by unfold heat current; rw [he]; ring
  rw [h1, sum_add_distrib, sum_add_distrib, ← mul_sum, ← mul_sum, ← mul_sum,
    sum_deviation S h]
  unfold thermal circulation
  ring
```

## The exact balance

The second moment splits by the same cancellation.

```lean
/-- The summed power factor of the channels is that of the composite plus the weighted
spread of the Seebeck coefficients. -/
theorem power_factor_split {σ : ι → ℝ} (S : ι → ℝ) (h : ∑ i, σ i ≠ 0) :
    ∑ i, σ i * S i ^ 2 = (∑ i, σ i) * seebeck σ S ^ 2
      + ∑ i, σ i * (S i - seebeck σ S) ^ 2 := by
  have h1 : ∑ i, σ i * S i ^ 2
      = ∑ i, (seebeck σ S ^ 2 * σ i + σ i * (S i - seebeck σ S) ^ 2
        + (2 * seebeck σ S) * (σ i * (S i - seebeck σ S))) :=
    sum_congr rfl fun i _ => by ring
  rw [h1, sum_add_distrib, sum_add_distrib, ← mul_sum, ← mul_sum, sum_deviation S h]
  ring
```

Positivity of all \(\sigma_i\), \(\kappa_i\) and \(T\) now enters, giving \(D\ge0\) and \(K>0\).

```lean
/-- The circulating currents never lower the thermal conductance, and the composite thermal
conductance is positive. -/
theorem thermal_pos [Nonempty ι] {T : ℝ} {σ κ : ι → ℝ} (S : ι → ℝ) (hT : 0 < T)
    (hσ : ∀ i, 0 < σ i) (hκ : ∀ i, 0 < κ i) :
    0 ≤ circulation T σ S ∧ 0 < thermal T σ S κ := by
  have hD : 0 ≤ circulation T σ S :=
    mul_nonneg hT.le (sum_nonneg fun i _ => mul_nonneg (hσ i).le (sq_nonneg _))
  have hK : 0 < ∑ i, κ i := sum_pos (fun i _ => hκ i) univ_nonempty
  exact ⟨hD, add_pos_of_pos_of_nonneg hK hD⟩
```

In `merit_balance`, `hm` clears the denominators, as in \(\kappa_iz_i=T\sigma_iS_i^2\), and `hs` sums the channel gaps. The closing `linear_combination` assembles these with the split of the second moment. The reference value `z` is arbitrary here.

```lean
/-- Exact balance: the gap between any reference value `z` and the composite figure of merit,
in terms of the circulation and the gaps of the single channels. -/
theorem merit_balance [Nonempty ι] {T : ℝ} {σ κ : ι → ℝ} (S : ι → ℝ) (hT : 0 < T)
    (hσ : ∀ i, 0 < σ i) (hκ : ∀ i, 0 < κ i) (z : ℝ) :
    thermal T σ S κ * (z - compositeMerit T σ S κ)
      = (1 + z) * circulation T σ S + ∑ i, κ i * (z - merit T (σ i) (S i) (κ i)) := by
  have hm : ∀ s R k : ℝ, k ≠ 0 → merit T s R k * k = T * s * R ^ 2 := by
    intro s R k hk
    unfold merit
    field_simp
  have hne : ∑ i, σ i ≠ 0 := (sum_pos (fun i _ => hσ i) univ_nonempty).ne'
  have hc : compositeMerit T σ S κ * thermal T σ S κ
      = T * (∑ i, σ i) * seebeck σ S ^ 2 := hm _ _ _ (thermal_pos S hT hσ hκ).2.ne'
  -- the channel gaps add up to `z ∑ κ` minus the summed power factor
  have hs : ∑ i, κ i * (z - merit T (σ i) (S i) (κ i))
      = z * ∑ i, κ i - T * ∑ i, σ i * S i ^ 2 := by
    rw [mul_sum, mul_sum, ← sum_sub_distrib]
    exact sum_congr rfl fun i _ => by
      linear_combination -hm (σ i) (S i) (κ i) (hκ i).ne'
  have hp := power_factor_split S hne
  have hk : thermal T σ S κ = ∑ i, κ i + circulation T σ S := rfl
  have hd : circulation T σ S = T * ∑ i, σ i * (S i - seebeck σ S) ^ 2 := rfl
  linear_combination z * hk - hc - hs + T * hp - hd
```

## The bound and its equality case

The theorem states \(Z\le\max_i z_i\) for every finite nonempty set of channels with positive conductances and any real Seebeck coefficients. Its proof takes the maximum as `z`; if \(Z\) were larger, the left side of the balance would be negative and the right side nonnegative.

```lean
/-- The figure of merit of a parallel composite is at most the largest figure of merit
among its channels. -/
theorem compositeMerit_le_best [Nonempty ι] {T : ℝ} {σ κ : ι → ℝ} (S : ι → ℝ) (hT : 0 < T)
    (hσ : ∀ i, 0 < σ i) (hκ : ∀ i, 0 < κ i) :
    compositeMerit T σ S κ ≤ bestMerit T σ S κ := by
  have hle : ∀ i, merit T (σ i) (S i) (κ i) ≤ bestMerit T σ S κ := fun i =>
    le_sup' (fun i => merit T (σ i) (S i) (κ i)) (mem_univ i)
  have hz : 0 ≤ bestMerit T σ S κ := by
    obtain ⟨i⟩ := ‹Nonempty ι›
    exact (div_nonneg (mul_nonneg (mul_pos hT (hσ i)).le (sq_nonneg _)) (hκ i).le).trans (hle i)
  obtain ⟨hD, hk⟩ := thermal_pos S hT hσ hκ
  have hb := merit_balance S hT hσ hκ (bestMerit T σ S κ)
  -- both contributions to the gap are nonnegative
  have h1 : 0 ≤ (1 + bestMerit T σ S κ) * circulation T σ S := mul_nonneg (by linarith) hD
  have h2 : 0 ≤ ∑ i, κ i * (bestMerit T σ S κ - merit T (σ i) (S i) (κ i)) :=
    sum_nonneg fun i _ => mul_nonneg (hκ i).le (sub_nonneg.2 (hle i))
  by_contra hlt
  have h3 := mul_pos hk (sub_pos.2 (not_le.1 hlt))
  linarith
```

For equality, the forward direction uses that a sum of nonnegative terms vanishes only if each term does, first for the channel gaps and then for the squared deviations. The converse shows that a common Seebeck coefficient equals the mean, so that the balance reduces to \(K(z-Z)=0\).

```lean
/-- The composite reaches the largest channel figure of merit exactly when all channels have
the same Seebeck coefficient and the same figure of merit. -/
theorem compositeMerit_eq_best_iff [Nonempty ι] {T : ℝ} {σ κ : ι → ℝ} (S : ι → ℝ)
    (hT : 0 < T) (hσ : ∀ i, 0 < σ i) (hκ : ∀ i, 0 < κ i) :
    compositeMerit T σ S κ = bestMerit T σ S κ ↔
      ∀ i j, S i = S j ∧ merit T (σ i) (S i) (κ i) = merit T (σ j) (S j) (κ j) := by
  have hle : ∀ i, merit T (σ i) (S i) (κ i) ≤ bestMerit T σ S κ := fun i =>
    le_sup' (fun i => merit T (σ i) (S i) (κ i)) (mem_univ i)
  obtain ⟨j, _, hj⟩ := exists_mem_eq_sup' (univ_nonempty (α := ι))
    (fun i => merit T (σ i) (S i) (κ i))
  have hj' : bestMerit T σ S κ = merit T (σ j) (S j) (κ j) := hj
  have hz : 0 ≤ bestMerit T σ S κ := by
    rw [hj']
    exact div_nonneg (mul_nonneg (mul_pos hT (hσ j)).le (sq_nonneg _)) (hκ j).le
  obtain ⟨hD, hk⟩ := thermal_pos S hT hσ hκ
  have hb := merit_balance S hT hσ hκ (bestMerit T σ S κ)
  have hn : ∀ i ∈ univ, 0 ≤ κ i * (bestMerit T σ S κ - merit T (σ i) (S i) (κ i)) :=
    fun i _ => mul_nonneg (hκ i).le (sub_nonneg.2 (hle i))
  constructor
  · intro h
    rw [h, sub_self, mul_zero] at hb
    have h2 := sum_nonneg hn
    have h1 : 0 ≤ bestMerit T σ S κ * circulation T σ S := mul_nonneg hz hD
    -- no gap: the circulation and every channel gap vanish
    have hD0 : circulation T σ S = 0 := by linarith
    have hs0 : ∑ i, κ i * (bestMerit T σ S κ - merit T (σ i) (S i) (κ i)) = 0 := by
      rw [hD0, mul_zero, zero_add] at hb
      exact hb.symm
    have hm : ∀ i, merit T (σ i) (S i) (κ i) = bestMerit T σ S κ := fun i => by
      have := (mul_eq_zero.1 ((sum_eq_zero_iff_of_nonneg hn).1 hs0 i (mem_univ i))).resolve_left
        (hκ i).ne'
      linarith
    have hv : ∑ i, σ i * (S i - seebeck σ S) ^ 2 = 0 :=
      (mul_eq_zero.1 hD0).resolve_left hT.ne'
    have hS : ∀ i, S i = seebeck σ S := fun i => by
      have h4 := (sum_eq_zero_iff_of_nonneg
        (fun i _ => mul_nonneg (hσ i).le (sq_nonneg (S i - seebeck σ S)))).1 hv i (mem_univ i)
      exact sub_eq_zero.1 (pow_eq_zero_iff two_ne_zero |>.1
        ((mul_eq_zero.1 h4).resolve_left (hσ i).ne'))
    exact fun i l => ⟨(hS i).trans (hS l).symm, (hm i).trans (hm l).symm⟩
  · intro h
    have hne : ∑ i, σ i ≠ 0 := (sum_pos (fun i _ => hσ i) univ_nonempty).ne'
    have hS : ∀ i, S i = seebeck σ S := fun i => by
      have h1 : (∑ l, σ l) * S i = ∑ l, σ l * S l := by
        rw [sum_mul]
        exact sum_congr rfl fun l _ => by rw [(h l i).1]
      exact mul_left_cancel₀ hne (h1.trans (total_mul_seebeck S hne).symm)
    have hv : ∑ i, σ i * (S i - seebeck σ S) ^ 2 = 0 :=
      sum_eq_zero fun i _ => by rw [sub_eq_zero.2 (hS i)]; ring
    have hD0 : circulation T σ S = 0 := by
      unfold circulation
      rw [hv, mul_zero]
    have hs0 : ∑ i, κ i * (bestMerit T σ S κ - merit T (σ i) (S i) (κ i)) = 0 :=
      sum_eq_zero fun i _ => by rw [hj', (h j i).2, sub_self, mul_zero]
    rw [hD0, hs0, mul_zero, add_zero] at hb
    have := (mul_eq_zero.1 hb).resolve_left hk.ne'
    linarith

end

end ParallelThermoelectric
```

```lean
#print axioms ParallelThermoelectric.open_circuit_heat
#print axioms ParallelThermoelectric.compositeMerit_le_best
#print axioms ParallelThermoelectric.compositeMerit_eq_best_iff
```

```
'ParallelThermoelectric.open_circuit_heat' depends on axioms: [propext, Classical.choice, Quot.sound]
'ParallelThermoelectric.compositeMerit_le_best' depends on axioms: [propext, Classical.choice, Quot.sound]
'ParallelThermoelectric.compositeMerit_eq_best_iff' depends on axioms: [propext, Classical.choice, Quot.sound]
```

The model leaves out contact resistance, temperature-dependent coefficients along the sample and any exchange of charge or heat between channels away from the contacts.

## Summing bands in a transport calculation

In a multiband Boltzmann calculation with independent bands, the bound applies once the lattice thermal conductance has been shared out among the bands. It does not hold if each band alone is charged with the whole lattice conductance: two identical bands with a nonzero Seebeck coefficient then exceed either one, because the power factor doubles and the lattice part does not. A code adds up \(\sigma_i\) and \(\sigma_iS_i\), then forms \(\bar S\). The thermal conductances \(\kappa_i\) must not simply be added: \(D\) belongs in the total. If the code supplies the electronic heat conductances of the bands at zero field, these do add. Their sum plus the lattice thermal conductance is \(\sum_i(\kappa_i+T\sigma_iS_i^2)\), and subtracting \(T\Sigma\bar S^2\) gives \(K\). When the \(S_i\) are nearly equal, the centred sum for \(D\) avoids the loss of digits in a difference of large numbers.
